# The elementary symmetric functions of three particles' scalar coordinates are unchanged when the particles are permuted

Give each of three particles one coordinate, an element of a commutative ring `R`. The theorem `elementary_perm` says that the sum of the coordinates, the sum of their pairwise products and the product of all three keep their values under any permutation of the particles. It is a purely algebraic statement, with no wavefunction or Hamiltonian in it. The attempt lists the six possible arrangements of the labels, and in each one unfolds the definitions with `simp only` and leaves the remaining identities to `ring`.

This version doesn't compile in Lean 4 with Mathlib:

```lean
import Mathlib

open Matrix

namespace ElementaryPerm

variable {R : Type*} [CommRing R]

/-- The sum of the three coordinates. -/
def e1 (x : Fin 3 → R) : R := x 0 + x 1 + x 2

/-- The sum of the pairwise products of the three coordinates. -/
def e2 (x : Fin 3 → R) : R := x 0 * x 1 + x 1 * x 2 + x 2 * x 0

/-- The product of the three coordinates. -/
def e3 (x : Fin 3 → R) : R := x 0 * x 1 * x 2

/-- The three elementary symmetric functions are unchanged when the particles are
permuted. -/
theorem elementary_perm (x : Fin 3 → R) (σ : Equiv.Perm (Fin 3)) :
    e1 (x ∘ σ) = e1 x ∧ e2 (x ∘ σ) = e2 x ∧ e3 (x ∘ σ) = e3 x := by
  -- list the six arrangements of three distinct labels
  have key : ∀ a b c : Fin 3, a ≠ b → a ≠ c → b ≠ c →
      (a = 0 ∧ b = 1 ∧ c = 2) ∨ (a = 0 ∧ b = 2 ∧ c = 1) ∨
      (a = 1 ∧ b = 0 ∧ c = 2) ∨ (a = 1 ∧ b = 2 ∧ c = 0) ∨
      (a = 2 ∧ b = 0 ∧ c = 1) ∨ (a = 2 ∧ b = 1 ∧ c = 0) := by decide
  rcases key (σ 0) (σ 1) (σ 2) (σ.injective.ne (by decide))
    (σ.injective.ne (by decide)) (σ.injective.ne (by decide)) with
    ⟨h0, h1, h2⟩ | ⟨h0, h1, h2⟩ | ⟨h0, h1, h2⟩ | ⟨h0, h1, h2⟩ | ⟨h0, h1, h2⟩ | ⟨h0, h1, h2⟩ <;>
  · simp only [e1, e2, e3, Function.comp_apply, h0, h1, h2]
    refine ⟨?_, ?_, ?_⟩ <;> ring

end ElementaryPerm
```

Messages:

```
Main.lean:31:28: error: `ring_nf` made no progress on the goal
Main.lean:31:28: error: `ring_nf` made no progress on the goal
Main.lean:31:28: error: `ring_nf` made no progress on the goal
```

The mended proof, as a diff:

```diff
@@ -28,6 +28,6 @@
     (σ.injective.ne (by decide)) (σ.injective.ne (by decide)) with
     ⟨h0, h1, h2⟩ | ⟨h0, h1, h2⟩ | ⟨h0, h1, h2⟩ | ⟨h0, h1, h2⟩ | ⟨h0, h1, h2⟩ | ⟨h0, h1, h2⟩ <;>
-  · simp only [e1, e2, e3, Function.comp_apply, h0, h1, h2]
-    refine ⟨?_, ?_, ?_⟩ <;> ring
+  refine ⟨?_, ?_, ?_⟩ <;>
+  simp only [e1, e2, e3, Function.comp_apply, h0, h1, h2] <;> ring
 
 end ElementaryPerm
```

All three errors come from the identity permutation. There, once `simp only` has put in the values of `σ`, both sides of each equation are the same expression, so each equation is rewritten to `True`. The goal as a whole is a conjunction, though, and `simp only` was given no lemma for simplifying `True ∧ True ∧ True`, so the goal stays open. `refine` then splits it into three goals `True`, and `ring` fails on each, since there is no equation to prove. The message names `ring_nf` because `ring` falls back on it when its first attempt fails.

The repair splits the conjunction first. `simp only` now meets each equation as a goal of its own, and closes that goal when it becomes `True`. Because `ring` is joined on by `<;>`, it runs only on goals that are left, which are the true rearrangements in the other five cases. The bullet goes because the steps now form a single chain.
